# Every rotation in three dimensions is a product of two half turns

A rigid molecule such as allene has twofold axes perpendicular to its long axis. Turn it by 180° about one of them, then by 180° about another, and the net effect is a rotation about the long axis. Can every rotation of a rigid body be produced by two half turns in this way?

It can. Write $1$ for the identity matrix and, for a unit vector $a\in\mathbb R^3$, let

$$H_a = 2aa^T-1,\qquad H_a x = 2(a\cdot x)\,a-x .$$

This is the half turn about $a$: it keeps the component along $a$ and reverses the rest. A real $3\times3$ matrix $R$ satisfies $R^TR=1$ and $\det R=1$ if and only if $R=H_aH_b$ for some unit vectors $a,b$. The half turn about $b$ acts first.

## Twofold axes in symmetry detection

For a rigid set of nuclear positions, a point-group routine that has found two twofold axes at an angle $\pi/n$, with $n\ge2$, can add the rotation by $2\pi/n$ about their common perpendicular without a further search. The result concerns matrices acting on positions; the signs that half turns acquire on spin-½ states need a separate treatment.

The same formula aligns directions. If $b$ and $c$ are unit vectors with $b+c\neq0$, the half turn about their normalised bisector carries $b$ to $c$, with no trigonometric function to evaluate.

## Constructing the two axes

**Products of half turns are rotations.** $H_a$ is symmetric, and $a\cdot a=1$ gives $H_a^2=4aa^T-4aa^T+1=1$. Its eigenvalues are $1,-1,-1$, so $\det H_a=1$. If $R$ and $S$ are rotations, then $(RS)^TRS=S^TR^TRS=1$ and $\det(RS)=1$.

**A rotation fixes a vector.** From $R^TR=1$,

$$R^T(R-1)=1-R^T=-(R-1)^T .$$

Taking determinants in dimension three gives $\det(R-1)=-\det(R-1)$, so $\det(R-1)=0$ and some $v\neq0$ satisfies $Rv=v$.

**The second axis.** Choose a unit vector $b$ perpendicular to $v$. With components numbered from 0, normalise $(-v_1,v_0,0)$ if $v_0\neq0$; otherwise take $(1,0,0)$. Since $R$ preserves dot products, $Rb$ is a unit vector and $Rb\cdot v=Rb\cdot Rv=b\cdot v=0$.

**The first axis.** We need a unit vector $a$ perpendicular to $v$ with $H_ab=Rb$. Put $s=b+Rb$.

- If $s\neq0$, take $a=s/|s|$. Then $|s|^2=2(1+b\cdot Rb)=2\,s\cdot b$, so $H_ab=2(s\cdot b)s/|s|^2-b=s-b=Rb$.
- If $s=0$, take $a=(v\times b)/|v\times b|$, which is possible because $|v\times b|^2=|v|^2\neq0$. Then $a\cdot b=0$ and $H_ab=-b=Rb$.

**The matrices agree.** We have $H_aH_bb=H_ab=Rb$ and $H_aH_bv=H_a(-v)=v=Rv$. Rotations also preserve cross products. For any $x,y$ and each basis vector $e_i$,

$$e_i\cdot R^T(Rx\times Ry)=Re_i\cdot(Rx\times Ry)=\det R\;e_i\cdot(x\times y),$$

so $R^T(Rx\times Ry)=x\times y$, and multiplying by $R$ gives $Rx\times Ry=R(x\times y)$. Hence $R$ and $H_aH_b$ agree on $v$, $b$ and $v\times b$. These three vectors form a basis, so $R=H_aH_b$.

**Axis and angle.** Let $a\cdot b=\cos\varphi$. Each half turn reverses $a\times b$, so the product leaves it unchanged. The trace is

$$\operatorname{tr}(H_aH_b)=4(a\cdot b)^2-2-2+3=4\cos^2\varphi-1=1+2\cos2\varphi .$$

A rotation by $\theta$ has trace $1+2\cos\theta$, so the rotation angle is $2\varphi$ up to sense and full turns. If $a=\pm b$, then $a\times b=0$ and the product is the identity.

## The factorisation in Lean

```lean
import Mathlib

open Matrix

namespace RotationHalfTurns

/-- A rotation matrix of three-dimensional space: orthogonal with determinant one. -/
def IsRotation (R : Matrix (Fin 3) (Fin 3) ℝ) : Prop :=
  Rᵀ * R = 1 ∧ R.det = 1

/-- The matrix `2 a aᵀ - 1`, which for a unit vector `a` is the half turn about `a`. -/
def halfTurn (a : Fin 3 → ℝ) : Matrix (Fin 3) (Fin 3) ℝ :=
  (2 : ℝ) • vecMulVec a a - 1

/-- The matrix `2 a aᵀ - 1` sends `x` to `2 (a · x) a - x`. -/
theorem halfTurn_mulVec (a x : Fin 3 → ℝ) :
    halfTurn a *ᵥ x = (2 * (a ⬝ᵥ x)) • a - x := by
  ext i
  fin_cases i <;>
    simp [halfTurn, Matrix.mulVec, dotProduct, Fin.sum_univ_three, vecMulVec_apply,
      Matrix.one_apply] <;> ring

/-- The half turn about a unit vector is a rotation. -/
theorem isRotation_halfTurn {a : Fin 3 → ℝ} (ha : a ⬝ᵥ a = 1) :
    IsRotation (halfTurn a) := by
  constructor
  · have key : (halfTurn a)ᵀ * halfTurn a
        = 1 + (4 * (a ⬝ᵥ a - 1)) • vecMulVec a a := by
      ext i j
      fin_cases i <;> fin_cases j <;>
        simp [halfTurn, Matrix.mul_apply, dotProduct, Fin.sum_univ_three, vecMulVec_apply,
          Matrix.one_apply] <;> ring
    rw [key, ha]
    simp
  · have key : (halfTurn a).det = 2 * (a ⬝ᵥ a) - 1 := by
      simp [halfTurn, det_fin_three, dotProduct, Fin.sum_univ_three, vecMulVec_apply]
      ring
    rw [key, ha]
    norm_num

/-- Two rotations in succession make a rotation. -/
theorem IsRotation.mul {R S : Matrix (Fin 3) (Fin 3) ℝ} (hR : IsRotation R)
    (hS : IsRotation S) : IsRotation (R * S) := by
  constructor
  · rw [transpose_mul, Matrix.mul_assoc, ← Matrix.mul_assoc Rᵀ, hR.1, Matrix.one_mul, hS.1]
  · rw [det_mul, hR.2, hS.2, one_mul]

/-- A rotation carries the cross product of two vectors to the cross product of their images. -/
theorem IsRotation.mulVec_cross {R : Matrix (Fin 3) (Fin 3) ℝ} (hR : IsRotation R)
    (x y : Fin 3 → ℝ) : R *ᵥ (x ⨯₃ y) = (R *ᵥ x) ⨯₃ (R *ᵥ y) := by
  -- the cofactor identity, valid for every matrix
  have key : Rᵀ *ᵥ ((R *ᵥ x) ⨯₃ (R *ᵥ y)) = R.det • (x ⨯₃ y) := by
    ext i
    fin_cases i <;>
      simp [cross_apply, Matrix.mulVec, dotProduct, det_fin_three, Fin.sum_univ_three] <;> ring
  rw [hR.2, one_smul] at key
  rw [← key, mulVec_mulVec, mul_eq_one_comm.mp hR.1, one_mulVec]

/-- Two rotations that agree on two linearly independent vectors are equal. -/
theorem rotation_ext {R S : Matrix (Fin 3) (Fin 3) ℝ} (hR : IsRotation R)
    (hS : IsRotation S) {x y : Fin 3 → ℝ} (hxy : x ⨯₃ y ≠ 0)
    (hx : R *ᵥ x = S *ᵥ x) (hy : R *ᵥ y = S *ᵥ y) : R = S := by
  have hz : R *ᵥ (x ⨯₃ y) = S *ᵥ (x ⨯₃ y) := by
    rw [hR.mulVec_cross, hS.mulVec_cross, hx, hy]
  -- the frame x, y, x × y is invertible
  obtain ⟨F, hF⟩ : ∃ F : Matrix (Fin 3) (Fin 3) ℝ, F = Matrix.of ![x, y, x ⨯₃ y] := ⟨_, rfl⟩
  have hdet : F.det = (x ⨯₃ y) ⬝ᵥ (x ⨯₃ y) := by
    rw [hF]
    simp [det_fin_three, cross_apply, dotProduct, Fin.sum_univ_three]
    ring
  have hunit : IsUnit (Fᵀ).det := by
    rw [det_transpose, hdet]
    exact isUnit_iff_ne_zero.mpr (mt dotProduct_self_eq_zero.mp hxy)
  have hRS : R * Fᵀ = S * Fᵀ := by
    rw [hF]
    ext i j
    fin_cases j
    · exact congrFun hx i
    · exact congrFun hy i
    · exact congrFun hz i
  calc R = R * Fᵀ * (Fᵀ)⁻¹ := by
        rw [Matrix.mul_assoc, mul_nonsing_inv _ hunit, Matrix.mul_one]
    _ = S := by rw [hRS, Matrix.mul_assoc, mul_nonsing_inv _ hunit, Matrix.mul_one]

/-- Every nonzero vector can be scaled to unit length. -/
theorem exists_unit_smul {w : Fin 3 → ℝ} (hw : w ≠ 0) :
    ∃ c : ℝ, (c • w) ⬝ᵥ (c • w) = 1 := by
  have hpos : 0 < w ⬝ᵥ w :=
    lt_of_le_of_ne (Finset.sum_nonneg fun i _ => mul_self_nonneg (w i))
      (Ne.symm (mt dotProduct_self_eq_zero.mp hw))
  refine ⟨(√(w ⬝ᵥ w))⁻¹, ?_⟩
  rw [smul_dotProduct, dotProduct_smul, smul_eq_mul, smul_eq_mul, ← mul_assoc, ← mul_inv,
    Real.mul_self_sqrt hpos.le, inv_mul_cancel₀ hpos.ne']

/-- If a rotation fixes `v ≠ 0`, then for any unit vector `b` perpendicular to `v` it is the
half turn about `b` followed by a half turn about some unit vector `a` perpendicular to `v`. -/
theorem exists_first_axis {R : Matrix (Fin 3) (Fin 3) ℝ} (hR : IsRotation R)
    {v b : Fin 3 → ℝ} (hv : v ≠ 0) (hRv : R *ᵥ v = v) (hb : b ⬝ᵥ b = 1)
    (hbv : b ⬝ᵥ v = 0) :
    ∃ a, a ⬝ᵥ a = 1 ∧ a ⬝ᵥ v = 0 ∧ R = halfTurn a * halfTurn b := by
  have hvb : v ⨯₃ b ≠ 0 := by
    intro h
    have h1 : (v ⨯₃ b) ⬝ᵥ (v ⨯₃ b) = (v ⬝ᵥ v) * (b ⬝ᵥ b) - (b ⬝ᵥ v) ^ 2 := by
      simp [cross_apply, dotProduct, Fin.sum_univ_three]
      ring
    rw [h, hb, hbv, zero_dotProduct] at h1
    exact hv (dotProduct_self_eq_zero.mp (by linarith))
  have hdot : ∀ x y, (R *ᵥ x) ⬝ᵥ (R *ᵥ y) = x ⬝ᵥ y := fun x y => by
    rw [Matrix.dotProduct_mulVec, ← mulVec_transpose, mulVec_mulVec, hR.1, one_mulVec]
  -- it is enough to find a unit vector a, perpendicular to v, whose half turn carries b to R b
  suffices h : ∃ a, a ⬝ᵥ a = 1 ∧ a ⬝ᵥ v = 0 ∧ halfTurn a *ᵥ b = R *ᵥ b by
    obtain ⟨a, ha, hav, hab⟩ := h
    refine ⟨a, ha, hav, rotation_ext hR
      ((isRotation_halfTurn ha).mul (isRotation_halfTurn hb)) hvb ?_ ?_⟩
    · rw [← mulVec_mulVec, halfTurn_mulVec b, hbv, hRv]
      simp [mulVec_neg, halfTurn_mulVec, hav]
    · have h2 : (2 * 1 : ℝ) • b - b = b := by module
      rw [← mulVec_mulVec, halfTurn_mulVec b, hb, h2, hab]
  by_cases hs : b + R *ᵥ b = 0
  · -- R reverses b: take a along v × b
    obtain ⟨c, hc⟩ := exists_unit_smul hvb
    have h1 : (v ⨯₃ b) ⬝ᵥ v = 0 := by rw [dotProduct_comm, dot_self_cross]
    have h2 : (v ⨯₃ b) ⬝ᵥ b = 0 := by rw [dotProduct_comm, dot_cross_self]
    refine ⟨c • (v ⨯₃ b), hc, by rw [smul_dotProduct, h1, smul_zero], ?_⟩
    rw [halfTurn_mulVec, smul_dotProduct, h2, eq_neg_of_add_eq_zero_right hs]
    simp
  · -- otherwise take a along the bisector of b and R b
    obtain ⟨c, hc⟩ := exists_unit_smul hs
    have hu : (R *ᵥ b) ⬝ᵥ (R *ᵥ b) = 1 := by rw [hdot, hb]
    have huv : (R *ᵥ b) ⬝ᵥ v = 0 := by
      have h := hdot b v
      rwa [hRv, hbv] at h
    have e : (c • (b + R *ᵥ b)) ⬝ᵥ b = c * (1 + b ⬝ᵥ (R *ᵥ b)) := by
      rw [smul_dotProduct, add_dotProduct, hb, dotProduct_comm (R *ᵥ b) b, smul_eq_mul]
    have hk : 2 * (c * (1 + b ⬝ᵥ (R *ᵥ b))) * c = 1 := by
      have h := hc
      rw [smul_dotProduct, dotProduct_smul, add_dotProduct, dotProduct_add, dotProduct_add,
        hb, hu, dotProduct_comm (R *ᵥ b) b, smul_eq_mul, smul_eq_mul] at h
      linear_combination h
    refine ⟨c • (b + R *ᵥ b), hc, ?_, ?_⟩
    · rw [smul_dotProduct, add_dotProduct, hbv, huv, add_zero, smul_zero]
    · rw [halfTurn_mulVec, e, smul_smul, hk, one_smul, add_sub_cancel_left]

/-- A real 3×3 matrix is a rotation exactly when it is a product of two half turns
about unit vectors. -/
theorem isRotation_iff_two_halfTurns (R : Matrix (Fin 3) (Fin 3) ℝ) :
    IsRotation R ↔
      ∃ a b : Fin 3 → ℝ, a ⬝ᵥ a = 1 ∧ b ⬝ᵥ b = 1 ∧ R = halfTurn a * halfTurn b := by
  constructor
  · intro hR
    -- R - 1 is singular, which gives a fixed vector v
    have h1 : Rᵀ * (R - 1) = -(R - 1)ᵀ := by
      rw [mul_sub, hR.1, mul_one, transpose_sub, transpose_one, neg_sub]
    have h2 := congrArg Matrix.det h1
    rw [det_mul, det_transpose, hR.2, one_mul, det_neg, det_transpose, Fintype.card_fin] at h2
    obtain ⟨v, hv, hv0⟩ := exists_mulVec_eq_zero_iff.mpr (by linarith : (R - 1).det = 0)
    rw [sub_mulVec, one_mulVec, sub_eq_zero] at hv0
    -- a unit vector b perpendicular to v
    obtain ⟨w, hw, hwv⟩ : ∃ w : Fin 3 → ℝ, w ≠ 0 ∧ w ⬝ᵥ v = 0 := by
      by_cases h : v 0 = 0
      · exact ⟨![1, 0, 0], fun h' => by simpa using congrFun h' 0,
          by simp [dotProduct, Fin.sum_univ_three, h]⟩
      · exact ⟨![-v 1, v 0, 0], fun h' => h (by simpa using congrFun h' 1),
          by simp [dotProduct, Fin.sum_univ_three]; ring⟩
    obtain ⟨c, hc⟩ := exists_unit_smul hw
    obtain ⟨a, ha, -, hab⟩ := exists_first_axis hR hv hv0 hc
      (by rw [smul_dotProduct, hwv, smul_zero])
    exact ⟨a, c • w, ha, hc, hab⟩
  · rintro ⟨a, b, ha, hb, rfl⟩
    exact (isRotation_halfTurn ha).mul (isRotation_halfTurn hb)

/-- The product of the half turns about unit vectors `a` and `b` at angle `φ` leaves `a × b`
unchanged and has trace `1 + 2 cos 2φ`. -/
theorem axis_and_trace {a b : Fin 3 → ℝ} {φ : ℝ} (ha : a ⬝ᵥ a = 1) (hb : b ⬝ᵥ b = 1)
    (hφ : a ⬝ᵥ b = Real.cos φ) :
    (halfTurn a * halfTurn b) *ᵥ (a ⨯₃ b) = a ⨯₃ b ∧
      (halfTurn a * halfTurn b).trace = 1 + 2 * Real.cos (2 * φ) := by
  constructor
  · rw [← mulVec_mulVec, halfTurn_mulVec b, dot_cross_self]
    simp [halfTurn_mulVec]
  · have key : (halfTurn a * halfTurn b).trace
        = 4 * (a ⬝ᵥ b) ^ 2 - 2 * (a ⬝ᵥ a) - 2 * (b ⬝ᵥ b) + 3 := by
      simp [halfTurn, Matrix.trace, Matrix.mul_apply, dotProduct, Fin.sum_univ_three,
        vecMulVec_apply, Matrix.one_apply]
      ring
    rw [key, ha, hb, hφ, Real.cos_two_mul]
    ring

end RotationHalfTurns
```

```lean
#print axioms RotationHalfTurns.isRotation_iff_two_halfTurns
#print axioms RotationHalfTurns.axis_and_trace
```

```
'RotationHalfTurns.isRotation_iff_two_halfTurns' depends on axioms: [propext, Classical.choice, Quot.sound]
'RotationHalfTurns.axis_and_trace' depends on axioms: [propext, Classical.choice, Quot.sound]
```

## From the real matrix to the stored one

`isRotation_iff_two_halfTurns` is the equivalence stated at the start. `IsRotation R` means $R^TR=1$ and $\det R=1$, so reflections and inversion are excluded. Vectors are functions `Fin 3 → ℝ`, `⬝ᵥ` is the dot product, `⨯₃` the cross product, and `*ᵥ` applies a matrix to a column vector. `halfTurn a` is defined for every vector $a$; the conditions `a ⬝ᵥ a = 1` and `b ⬝ᵥ b = 1` make the two factors genuine half turns.

`exists_first_axis` says more: once $R$ fixes $v\neq0$, any unit $b$ perpendicular to $v$ can serve as the second axis, so the pair is not unique. `axis_and_trace` gives the fixed vector and the trace, which does not determine the sense of rotation.

The Lean proof follows the construction above. `isRotation_halfTurn` and `IsRotation.mul` give the direction from half turns to rotations; the determinant of a half turn is expanded in components there, not read from eigenvalues. `IsRotation.mulVec_cross` proves the cross-product rule from the cofactor identity, checked component by component with `fin_cases` and `ring`. `rotation_ext` places $x$, $y$ and $x\times y$ in a matrix of determinant $|x\times y|^2$ and cancels it, so two rotations that agree on two independent vectors are equal. In `exists_first_axis`, `suffices` reduces the task to finding a unit vector $a$ perpendicular to $v$ with $H_ab=Rb$, and `by_cases` separates $s=0$ from $s\neq0$, with `exists_unit_smul` normalising the chosen vector. The main theorem supplies $v$ from the singular matrix $R-1$, then $b$.

The step left to the programmer is from real numbers to floating point. A stored matrix usually satisfies $R^TR=1$ only to rounding, and the theorem gives no error bound for that case. When $Rb$ is close to $-b$, the sum $b+Rb$ suffers cancellation and the computed direction of $a$ loses digits, even though the proof's test for exact zero is passed. When $b\cdot Rb<0$, a code can instead take $a$ along $v\times(b-Rb)$, which gives the same axis up to sign without that cancellation and also covers $Rb=-b$.
